# Every wave number with Im k ≤ 0 is a resonance for some subunitary scattering matrix, given finitely many (at least one) bonds of positive length

Wave amplitudes on a finite, non-empty set of bonds with positive lengths L_j acquire factors exp(i k L_j) in propagation, collected in a diagonal matrix T(k), and are mixed by a scattering matrix S. The lemma fixes any complex k with Im k ≤ 0 and takes S diagonal with entries exp(−i k L_j), so that S depends on the chosen k. It states that this S never increases the flux, the sum of squared moduli of the amplitudes (which need not be normalised), and that det(1 − T(k)S) = 0, the condition for a resonance at k. The attempt proves the first part by bounding each entry of S by 1 in modulus, and the second by showing that T(k)S is the identity, which leaves the determinant of the zero matrix.

The failing Lean file:

```lean
import Mathlib

open Matrix

namespace QuantumGraphResonances

noncomputable section

variable {n m : Type*} [Fintype n] [DecidableEq n] [Fintype m] [DecidableEq m]

/-- The total flux carried by a vector of wave amplitudes: the sum of their squared moduli. -/
def flux {ι : Type*} [Fintype ι] (a : ι → ℂ) : ℝ := ∑ i, ‖a i‖ ^ 2

/-- A scattering matrix is subunitary if it never increases the flux. -/
def IsSubunitary (S : Matrix n n ℂ) : Prop := ∀ a : n → ℂ, flux (S *ᵥ a) ≤ flux a

/-- Free propagation along the bonds: amplitude `j` acquires the factor `exp (i k L_j)`. -/
def propagator (L : n → ℝ) (k : ℂ) : Matrix n n ℂ :=
  Matrix.diagonal fun j => Complex.exp (Complex.I * k * (L j : ℂ))

/-- The wave number `k` is a resonance if the secular determinant `det (1 - T(k) S)` vanishes. -/
def IsResonance (L : n → ℝ) (S : Matrix n n ℂ) (k : ℂ) : Prop :=
  (1 - propagator L k * S).det = 0

/-- The propagation factor over a length `l` has modulus `exp (-l Im k)`. -/
theorem norm_bond_factor (k : ℂ) (l : ℝ) :
    ‖Complex.exp (Complex.I * k * (l : ℂ))‖ = Real.exp (-(k.im * l)) := by
  rw [Complex.norm_exp]
  congr 1
  simp [Complex.mul_re, Complex.mul_im]

/-- Sharpness: for at least one bond, positive bond lengths and every `k` with `Im k ≤ 0`, the
diagonal scattering matrix with entries `exp (-i k L_j)` is subunitary and has a resonance at `k`.
-/
theorem lower_half_plane_attained [Nonempty n] {L : n → ℝ} (hL : ∀ j, 0 < L j) {k : ℂ}
    (hk : k.im ≤ 0) :
    IsSubunitary (Matrix.diagonal fun j => Complex.exp (-(Complex.I * k * (L j : ℂ)))) ∧
      IsResonance L (Matrix.diagonal fun j => Complex.exp (-(Complex.I * k * (L j : ℂ)))) k := by
  constructor
  · intro a
    unfold flux
    refine Finset.sum_le_sum fun j _ => ?_
    have hle : ‖Complex.exp (-(Complex.I * k * (L j : ℂ)))‖ ≤ 1 := by
      rw [Complex.exp_neg, norm_inv, norm_bond_factor, ← Real.exp_neg, neg_neg,
        Real.exp_le_one_iff]
      exact mul_nonpos_of_nonpos_of_nonneg hk (hL j).le
    rw [Matrix.mulVec_diagonal, norm_mul]
    exact pow_le_pow_left₀ (by positivity) (mul_le_of_le_one_left (norm_nonneg _) hle) 2
  · -- scattering exactly undoes the propagation
    unfold IsResonance propagator
    rw [Matrix.diagonal_mul_diagonal]
    simp only [← Complex.exp_add, add_neg_cancel, Complex.exp_zero, Matrix.diagonal_one,
      sub_self]
    exact Matrix.det_zero ‹Nonempty n›

end

end QuantumGraphResonances
```

The compiler's answer:

```
Main.lean:54:10: error: Function expected at
  det_zero
but this term has type
  det 0 = 0

Note: Expected a function because this term is being applied to the argument
  ‹Nonempty n›
```

Cause. The error lies in the last step, where the goal is that the zero matrix has determinant zero. This needs a non-empty index type, since the determinant of an empty matrix is 1, and the attempt passes that fact to `Matrix.det_zero` explicitly, as `‹Nonempty n›`. But the lemma takes non-emptiness as an instance argument, which Lean fills in by itself. With no explicit argument left to supply, `Matrix.det_zero` is already a proof of `det 0 = 0`. An equation is not a function, so Lean cannot apply its proof to `‹Nonempty n›`, and reports "Function expected".

The repair deletes the argument. Non-emptiness is still used: Lean finds it through the hypothesis `[Nonempty n]` in the theorem's statement, and `exact Matrix.det_zero` closes the goal.

The change, after which it compiles:

```diff
@@ -52,5 +52,5 @@
     simp only [← Complex.exp_add, add_neg_cancel, Complex.exp_zero, Matrix.diagonal_one,
       sub_self]
-    exact Matrix.det_zero ‹Nonempty n›
+    exact Matrix.det_zero
 
 end
```
